# In a finite stack of isotropic dielectric layers, $\varepsilon_\perp\le\varepsilon_\parallel$, and two sheet quantities do not depend on added vacuum

A periodic supercell calculation for a two-dimensional material returns permittivities for the whole cell, vacuum included. To obtain numbers for the sheet, one subtracts 1 from the in-plane permittivity and multiplies by the cell height. For the out-of-plane response, one subtracts the inverse permittivity from 1 and again multiplies by the cell height. For a finite stack of uniform, isotropic layers with a local, linear, static response, both products are exactly independent of the vacuum thickness.

## Fields along and across the layers

Let layer $i$ have thickness $d_i>0$ and relative permittivity $\varepsilon_i>0$. There is at least one layer and there are finitely many. Define

$$L=\sum_i d_i,\qquad A=\sum_i d_i\varepsilon_i,\qquad B=\sum_i \frac{d_i}{\varepsilon_i},$$

$$\varepsilon_\parallel=\frac{A}{L},\qquad \varepsilon_\perp=\frac{L}{B}.$$

Consider static fields that are uniform within each layer. Measure the displacement in units of the vacuum permittivity, so that $D_i=\varepsilon_iE_i$ in each layer.

For a field along the layers, the tangential field is continuous at every interface, and all layers share one value $E_0$. Then

$$\sum_i d_iD_i=AE_0=\varepsilon_\parallel LE_0=\varepsilon_\parallel\sum_i d_iE_i.$$

For a field across the layers, without free charge at the interfaces, the normal displacement is continuous, and all layers share one value $D_0$. Hence $E_i=D_0/\varepsilon_i$ and

$$\sum_i d_iD_i=LD_0=\varepsilon_\perp BD_0=\varepsilon_\perp\sum_i d_iE_i.$$

Dividing both sides by $L$ turns the sums into averages over the stack. The two constants therefore relate the average displacement to the average field.

## What the theorems say about a `LayerStack`

A `LayerStack ι` bundles the functions `d` and `eps` with proofs that their values are positive. The index type `ι` labels the layers; it is assumed finite, and non-empty in all the theorems. The names `height`, `parSum` and `serSum` stand for $L$, $A$ and $B$, while `epsPar` and `epsPerp` stand for $\varepsilon_\parallel$ and $\varepsilon_\perp$.

`addVacuum t ht` builds a stack indexed by `Option ι`: the old layers together with one new layer, labelled `none`, of thickness $t>0$ and permittivity 1. The labels carry no spatial order, so the vacuum may lie above, below or between the other layers.

The main theorem, `ordering_and_vacuum_invariance`, states that $\varepsilon_\perp\le\varepsilon_\parallel$ and that, for every $t>0$, the quantities

$$L(\varepsilon_\parallel-1)\qquad\text{and}\qquad L\left(1-\frac1{\varepsilon_\perp}\right)$$

have the same values before and after the vacuum is added. `isotropic_iff` adds that the two permittivities are equal exactly when all layers have the same permittivity, which includes the case of a single layer. `supercell_permittivities` gives the in-plane permittivity and the inverse out-of-plane permittivity of the enlarged stack as explicit functions of $t$.

The theorems `response_par` and `response_perp` express the field relations above. Both assume the material relation $D_i=\varepsilon_iE_i$ as `hD`. The hypotheses `hE` and `hC` are the shared tangential field and the shared normal displacement. These conditions are assumed; they are not derived from Maxwell's equations.

Each layer has a single scalar permittivity, the same in all directions. The ordering relies on this: a single anisotropic layer that responds more strongly along its normal would reverse it. The model also has sharp interfaces and layers whose response is unaffected by their neighbours. In an atomistic supercell, the products settle only when the periodic images are far enough apart for the material's own response to stop changing.

## A vacuum layer contributes zero to both sheet quantities

From $L\varepsilon_\parallel=A$,

$$L(\varepsilon_\parallel-1)=A-L=\sum_i d_i(\varepsilon_i-1).$$

From $1/\varepsilon_\perp=B/L$,

$$L\left(1-\frac1{\varepsilon_\perp}\right)=L-B=\sum_i d_i\left(1-\frac1{\varepsilon_i}\right).$$

Each quantity is a sum of independent contributions from the layers. A vacuum layer of thickness $t$ adds $t(1-1)=0$ to the first and $t(1-1/1)=0$ to the second, so neither changes.

The enlarged stack has height $L+t$. Writing its permittivities with a prime, the two invariances read

$$(L+t)(\varepsilon_\parallel'-1)=L(\varepsilon_\parallel-1),\qquad
(L+t)\left(1-\frac1{\varepsilon_\perp'}\right)=L\left(1-\frac1{\varepsilon_\perp}\right).$$

Solving for the supercell constants gives

$$\varepsilon_\parallel'=1+\frac{L(\varepsilon_\parallel-1)}{L+t},\qquad
\frac1{\varepsilon_\perp'}=1-\frac{L(1-1/\varepsilon_\perp)}{L+t}.$$

The supercell permittivities themselves thus generally depend on how much vacuum was chosen, although the sheet quantities do not.

## The anisotropy is a weighted sum of squares

For any real number $a$, expanding the square layer by layer gives

$$\sum_i\frac{d_i(\varepsilon_i-a)^2}{\varepsilon_i}
=\sum_i\left(d_i\varepsilon_i-2ad_i+a^2\frac{d_i}{\varepsilon_i}\right)
=A-2aL+a^2B.$$

Now set $a=\varepsilon_\parallel$. Since $A=\varepsilon_\parallel L$ and $L=\varepsilon_\perp B$, the right-hand side becomes

$$-\varepsilon_\parallel L+\varepsilon_\parallel^2B
=\varepsilon_\parallel B(\varepsilon_\parallel-\varepsilon_\perp).$$

Therefore

$$\varepsilon_\parallel B(\varepsilon_\parallel-\varepsilon_\perp)
=\sum_i\frac{d_i(\varepsilon_i-\varepsilon_\parallel)^2}{\varepsilon_i}\ge0.$$

The factor $\varepsilon_\parallel B$ is positive, so $\varepsilon_\perp\le\varepsilon_\parallel$.

If the two permittivities are equal, the sum of squares vanishes. Its terms are non-negative, so each one vanishes, and $\varepsilon_i=\varepsilon_\parallel$ for every layer. Conversely, if all layers share one permittivity, that value is also $\varepsilon_\parallel$. Every square is then zero, and the positive factor forces $\varepsilon_\parallel=\varepsilon_\perp$.

## The Lean file

```lean
import Mathlib

namespace LayeredDielectric

noncomputable section

/-- A stack of dielectric layers with positive thicknesses `d` and positive relative
permittivities `eps`. -/
structure LayerStack (ι : Type*) where
  d : ι → ℝ
  eps : ι → ℝ
  d_pos : ∀ i, 0 < d i
  eps_pos : ∀ i, 0 < eps i

/-- The stack with one further layer of vacuum, of thickness `t > 0`. -/
def LayerStack.addVacuum {ι : Type*} (S : LayerStack ι) (t : ℝ) (ht : 0 < t) :
    LayerStack (Option ι) where
  d := fun o => o.elim t S.d
  eps := fun o => o.elim 1 S.eps
  d_pos := by
    rintro (_ | i)
    exacts [ht, S.d_pos i]
  eps_pos := by
    rintro (_ | i)
    exacts [one_pos, S.eps_pos i]

variable {ι : Type*} [Fintype ι]

/-- The total thickness `L` of the stack. -/
def LayerStack.height (S : LayerStack ι) : ℝ := ∑ i, S.d i

/-- The sum of thickness times permittivity over the layers. -/
def LayerStack.parSum (S : LayerStack ι) : ℝ := ∑ i, S.d i * S.eps i

/-- The sum of thickness over permittivity over the layers. -/
def LayerStack.serSum (S : LayerStack ι) : ℝ := ∑ i, S.d i / S.eps i

/-- The effective in-plane permittivity of a non-empty stack. -/
def LayerStack.epsPar (S : LayerStack ι) : ℝ := S.parSum / S.height

/-- The effective out-of-plane permittivity of a non-empty stack. -/
def LayerStack.epsPerp (S : LayerStack ι) : ℝ := S.height / S.serSum

variable [Nonempty ι]

/-- A non-empty stack has positive total thickness, and its sums of thickness times
permittivity and of thickness over permittivity are positive. -/
theorem LayerStack.sums_pos (S : LayerStack ι) :
    0 < S.height ∧ 0 < S.parSum ∧ 0 < S.serSum :=
  ⟨Finset.sum_pos (fun i _ => S.d_pos i) Finset.univ_nonempty,
    Finset.sum_pos (fun i _ => mul_pos (S.d_pos i) (S.eps_pos i)) Finset.univ_nonempty,
    Finset.sum_pos (fun i _ => div_pos (S.d_pos i) (S.eps_pos i)) Finset.univ_nonempty⟩

/-- If all layers share the same field `E₀`, the thickness-weighted sums of displacement
and field are related by the in-plane permittivity. -/
theorem LayerStack.response_par (S : LayerStack ι) (E D : ι → ℝ) (E₀ : ℝ)
    (hD : ∀ i, D i = S.eps i * E i) (hE : ∀ i, E i = E₀) :
    ∑ i, S.d i * D i = S.epsPar * ∑ i, S.d i * E i := by
  have h1 : ∑ i, S.d i * D i = S.parSum * E₀ := by
    rw [parSum, Finset.sum_mul]
    refine Finset.sum_congr rfl fun i _ => ?_
    rw [hD i, hE i, mul_assoc]
  have h2 : ∑ i, S.d i * E i = S.height * E₀ := by
    rw [height, Finset.sum_mul]
    exact Finset.sum_congr rfl fun i _ => by rw [hE i]
  rw [h1, h2, epsPar, ← mul_assoc, div_mul_cancel₀ _ S.sums_pos.1.ne']

/-- If all layers share the same displacement `D₀`, the thickness-weighted sums of
displacement and field are related by the out-of-plane permittivity. -/
theorem LayerStack.response_perp (S : LayerStack ι) (E D : ι → ℝ) (D₀ : ℝ)
    (hD : ∀ i, D i = S.eps i * E i) (hC : ∀ i, D i = D₀) :
    ∑ i, S.d i * D i = S.epsPerp * ∑ i, S.d i * E i := by
  have h1 : ∑ i, S.d i * D i = S.height * D₀ := by
    rw [height, Finset.sum_mul]
    exact Finset.sum_congr rfl fun i _ => by rw [hC i]
  have h2 : ∑ i, S.d i * E i = S.serSum * D₀ := by
    rw [serSum, Finset.sum_mul]
    refine Finset.sum_congr rfl fun i _ => ?_
    have hi : E i = D₀ / S.eps i := by
      rw [eq_div_iff (S.eps_pos i).ne']
      linarith [hD i, hC i, mul_comm (E i) (S.eps i)]
    rw [hi]
    ring
  rw [h1, h2, epsPerp, ← mul_assoc, div_mul_cancel₀ _ S.sums_pos.2.2.ne']

/-- The quantities `L (eps_par - 1)` and `L (1 - 1 / eps_perp)` are sums of
contributions of the single layers. -/
theorem LayerStack.sheet_sums (S : LayerStack ι) :
    S.height * (S.epsPar - 1) = ∑ i, S.d i * (S.eps i - 1) ∧
    S.height * (1 - 1 / S.epsPerp) = ∑ i, S.d i * (1 - 1 / S.eps i) := by
  have hL := S.sums_pos.1.ne'
  have h1 : ∑ i, S.d i * (S.eps i - 1) = S.parSum - S.height := by
    simp only [parSum, height, mul_sub, mul_one, Finset.sum_sub_distrib]
  have h2 : ∑ i, S.d i * (1 - 1 / S.eps i) = S.height - S.serSum := by
    simp only [serSum, height, mul_sub, mul_one, mul_one_div, Finset.sum_sub_distrib]
  constructor
  · rw [h1, epsPar]
    linear_combination div_mul_cancel₀ S.parSum hL
  · rw [h2, epsPerp, one_div_div]
    linear_combination -(div_mul_cancel₀ S.serSum hL)

/-- The difference of the two effective permittivities, times `eps_par` and the sum of thickness
over permittivity, is a weighted sum of squared deviations of the layer permittivities from
`eps_par`. -/
theorem LayerStack.anisotropy (S : LayerStack ι) :
    S.epsPar * S.serSum * (S.epsPar - S.epsPerp) =
      ∑ i, S.d i * (S.eps i - S.epsPar) ^ 2 / S.eps i := by
  -- expand the square for an arbitrary reference permittivity
  have key : ∀ a : ℝ, ∑ i, S.d i * (S.eps i - a) ^ 2 / S.eps i =
      S.parSum - 2 * a * S.height + a ^ 2 * S.serSum := by
    intro a
    rw [parSum, height, serSum, Finset.mul_sum, Finset.mul_sum,
      ← Finset.sum_sub_distrib, ← Finset.sum_add_distrib]
    refine Finset.sum_congr rfl fun i _ => ?_
    have hi := (S.eps_pos i).ne'
    field_simp
    ring
  have hP : S.epsPar * S.height = S.parSum := div_mul_cancel₀ _ S.sums_pos.1.ne'
  have hS : S.epsPerp * S.serSum = S.height := div_mul_cancel₀ _ S.sums_pos.2.2.ne'
  rw [key]
  linear_combination hP - S.epsPar * hS

/-- The out-of-plane permittivity never exceeds the in-plane one, and both
`L (eps_par - 1)` and `L (1 - 1 / eps_perp)` are unchanged when a vacuum layer of any
positive thickness is added. -/
theorem LayerStack.ordering_and_vacuum_invariance (S : LayerStack ι) :
    S.epsPerp ≤ S.epsPar ∧ ∀ (t : ℝ) (ht : 0 < t),
      (S.addVacuum t ht).height * ((S.addVacuum t ht).epsPar - 1) =
        S.height * (S.epsPar - 1) ∧
      (S.addVacuum t ht).height * (1 - 1 / (S.addVacuum t ht).epsPerp) =
        S.height * (1 - 1 / S.epsPerp) := by
  refine ⟨?_, fun t ht => ⟨?_, ?_⟩⟩
  · have hpos : 0 < S.epsPar * S.serSum :=
      mul_pos (div_pos S.sums_pos.2.1 S.sums_pos.1) S.sums_pos.2.2
    have h : 0 ≤ S.epsPar * S.serSum * (S.epsPar - S.epsPerp) := by
      rw [S.anisotropy]
      exact Finset.sum_nonneg fun i _ =>
        div_nonneg (mul_nonneg (S.d_pos i).le (sq_nonneg _)) (S.eps_pos i).le
    exact sub_nonneg.mp ((mul_nonneg_iff_of_pos_left hpos).mp h)
  -- the vacuum layer contributes zero to each sheet sum
  · rw [(S.addVacuum t ht).sheet_sums.1, S.sheet_sums.1, Fintype.sum_option]
    simp [addVacuum]
  · rw [(S.addVacuum t ht).sheet_sums.2, S.sheet_sums.2, Fintype.sum_option]
    simp [addVacuum]

/-- The two effective permittivities coincide exactly when all layers have the same
permittivity. -/
theorem LayerStack.isotropic_iff (S : LayerStack ι) :
    S.epsPerp = S.epsPar ↔ ∀ i j, S.eps i = S.eps j := by
  have hid := S.anisotropy
  constructor
  · intro h
    rw [h, sub_self, mul_zero] at hid
    have hnn : ∀ i ∈ Finset.univ, 0 ≤ S.d i * (S.eps i - S.epsPar) ^ 2 / S.eps i :=
      fun i _ => div_nonneg (mul_nonneg (S.d_pos i).le (sq_nonneg _)) (S.eps_pos i).le
    have hall : ∀ i, S.eps i = S.epsPar := by
      intro i
      by_contra hne
      have h0 := (Finset.sum_eq_zero_iff_of_nonneg hnn).mp hid.symm i (Finset.mem_univ i)
      have hd := S.d_pos i
      have he := S.eps_pos i
      have hs : S.eps i - S.epsPar ≠ 0 := sub_ne_zero.mpr hne
      have hp : 0 < S.d i * (S.eps i - S.epsPar) ^ 2 / S.eps i := by positivity
      exact hp.ne' h0
    intro i j
    rw [hall i, hall j]
  · intro h
    obtain ⟨k⟩ := ‹Nonempty ι›
    have hP : S.parSum = S.height * S.eps k := by
      rw [parSum, height, Finset.sum_mul]
      exact Finset.sum_congr rfl fun i _ => by rw [h i k]
    have ha : S.epsPar = S.eps k := by
      rw [epsPar, hP, mul_div_cancel_left₀ _ S.sums_pos.1.ne']
    have h0 : ∑ i, S.d i * (S.eps i - S.epsPar) ^ 2 / S.eps i = 0 :=
      Finset.sum_eq_zero fun i _ => by rw [ha, h i k]; simp
    have hpos : 0 < S.epsPar * S.serSum :=
      mul_pos (div_pos S.sums_pos.2.1 S.sums_pos.1) S.sums_pos.2.2
    have h1 := (mul_eq_zero.mp (hid.trans h0)).resolve_left hpos.ne'
    linarith

/-- The in-plane permittivity and the inverse out-of-plane permittivity of a supercell with added
vacuum thickness `t`, expressed through the height and the effective permittivities of the original
stack. -/
theorem LayerStack.supercell_permittivities (S : LayerStack ι) (t : ℝ) (ht : 0 < t) :
    (S.addVacuum t ht).epsPar = 1 + S.height * (S.epsPar - 1) / (S.height + t) ∧
    1 / (S.addVacuum t ht).epsPerp =
      1 - S.height * (1 - 1 / S.epsPerp) / (S.height + t) := by
  have hh : (S.addVacuum t ht).height = S.height + t := by
    rw [height, Fintype.sum_option, add_comm]
    rfl
  have hL := (S.addVacuum t ht).sums_pos.1.ne'
  obtain ⟨h1, h2⟩ := S.ordering_and_vacuum_invariance.2 t ht
  constructor
  · rw [← h1, ← hh, mul_div_cancel_left₀ _ hL]
    ring
  · rw [← h2, ← hh, mul_div_cancel_left₀ _ hL]
    ring

end

end LayeredDielectric
```

```lean
#print axioms LayeredDielectric.LayerStack.response_perp
-- 'LayeredDielectric.LayerStack.response_perp' depends on axioms: [propext, Classical.choice, Quot.sound]
#print axioms LayeredDielectric.LayerStack.ordering_and_vacuum_invariance
-- 'LayeredDielectric.LayerStack.ordering_and_vacuum_invariance' depends on axioms: [propext, Classical.choice, Quot.sound]
#print axioms LayeredDielectric.LayerStack.isotropic_iff
-- 'LayeredDielectric.LayerStack.isotropic_iff' depends on axioms: [propext, Classical.choice, Quot.sound]
#print axioms LayeredDielectric.LayerStack.supercell_permittivities
-- 'LayeredDielectric.LayerStack.supercell_permittivities' depends on axioms: [propext, Classical.choice, Quot.sound]
```

## How the Lean proofs follow the layer sums

`sums_pos` proves that $L$, $A$ and $B$ are positive, because each is a non-empty sum of positive terms. The later proofs use it whenever they divide by one of these sums or cancel one.

In `response_par` and `response_perp`, the steps `h1` and `h2` evaluate the two thickness-weighted sums by taking the shared field or displacement outside. For the normal direction, `hi` first solves the material relation for $E_i=D_0/\varepsilon_i$. Cancelling $L$ or $B$ then gives the stated relation.

`sheet_sums` turns both sheet quantities into sums over layers. Its steps `h1` and `h2` are the identities with $A-L$ and $L-B$ on the right, and `linear_combination` supplies the cancellation of $L$.

In `anisotropy`, the statement `key` is the expansion for arbitrary $a$. It is checked one layer at a time: `field_simp` clears the denominator $\varepsilon_i$ and `ring` compares the polynomials. The facts `hP` and `hS` are $\varepsilon_\parallel L=A$ and $\varepsilon_\perp B=L$. The final `linear_combination` uses them to make the substitutions that follow the choice $a=\varepsilon_\parallel$.

The main theorem gets its inequality from this identity by showing that the sum is non-negative and cancelling the positive factor `S.epsPar * S.serSum`. For each invariance it applies `sheet_sums` to both the enlarged and the original stack. `Fintype.sum_option` separates the vacuum term from the rest, and `simp` evaluates that term to zero.

In `isotropic_iff`, the forward direction argues by contradiction: a layer with $\varepsilon_i\ne\varepsilon_\parallel$ would contribute a strictly positive term to a sum already known to be zero. The reverse direction picks a layer `k`, shows that `S.epsPar` equals its permittivity, and uses `anisotropy` once more.

Finally, `supercell_permittivities` establishes in `hh` that the new height is $L+t$. It then takes the two invariances from the main theorem and solves the first for the in-plane permittivity of the supercell and the second for its inverse out-of-plane permittivity.
